# The characteristic polynomial of the Arnoldi matrix minimises ‖p(A)q‖ over monic p of degree m

Take a unit vector $q$ and a square complex matrix $A$, and split $Aq$ into a part along $q$ and a part orthogonal to it: $Aq=\theta q+w$, with $\theta=q^*Aq$ and $q^*w=0$. A monic polynomial of degree one is $p(z)=z-\mu$, and

$$\|p(A)q\|^2=\|(\theta-\mu)q+w\|^2=|\theta-\mu|^2+\|w\|^2 .$$

The minimum is at $\mu=\theta$, where $p(A)q=w$ is orthogonal to $q$. One Arnoldi step gives the $1\times1$ matrix $H=(\theta)$, whose characteristic polynomial is $z-\theta$. The same splitting works for $m$ steps.

## From one vector to m

Let $m=k+1$ and count positions from $0$ to $k$, so that $e_1$ has its 1 at position $0$ and $e_m$ at position $k$. Assume

$$AQ=QH+we_m^T,\qquad Q^*Q=1,\qquad Q^*w=0,$$

with $H$ upper Hessenberg: $H_{ij}=0$ for $i>j+1$. Write $q=Qe_1$, $\chi$ for the characteristic polynomial of $H$, and $\beta=\prod_{i=0}^{k-1}H_{i+1,i}$ (equal to 1 if $k=0$). Then $Q^*\chi(A)q=0$, and $\|\chi(A)q\|\le\|p(A)q\|$ for every monic $p$ of degree $m$.

**Powers of $H$.** The vector $H^je_1$ vanishes beyond position $j$, and for $j\le k$ its entry there is $\prod_{i<j}H_{i+1,i}$. This holds for $j=0$. For the next power,

$$(H^{j+1}e_1)_i=\sum_l H_{il}(H^je_1)_l .$$

Terms with $l>j$ vanish by induction. If $i>j+1$, the others vanish by the Hessenberg form; if $i=j+1$, only $H_{j+1,j}(H^je_1)_j$ survives.

**Powers of $A$.** The decomposition gives $AQy=QHy+y_kw$. Since $(H^je_1)_k=0$ for $j<k$, induction yields $A^jq=QH^je_1$ for $j\le k$. One more step gives $A^{k+1}q=QH^{k+1}e_1+\beta w$. Summing with the coefficients of a polynomial $p$ of degree at most $m$, and writing $c$ for its coefficient of $z^m$,

$$p(A)q=Q\,p(H)e_1+c\beta w .$$

**Minimality.** By Cayley–Hamilton $\chi(H)=0$, so $\chi(A)q=\beta w$, which is orthogonal to the columns of $Q$. For monic $p$ of degree $m$, Pythagoras gives

$$\|p(A)q\|^2=\|p(H)e_1\|^2+\|\chi(A)q\|^2 .$$

The inequality follows, with equality exactly when $p(H)e_1=0$.

If no $H_{i+1,i}$ vanishes, the minimiser is unique. A nonzero $p-\chi$ would have some degree $d\le k$, and $(p-\chi)(H)e_1$ would have a nonzero entry at position $d$. This uniqueness is argued here by hand only; the Lean development stops at the criterion $p(H)e_1=0$.

The condition $Q^*w=0$ matters already for $1\times1$ matrices. With $A=(1)$, $Q=(1)$, $H=(0)$ and $w=(1)$, all the other conditions hold, but $\chi(z)=z$ gives $\|\chi(A)q\|=1$, while $p(z)=z-1$ gives $0$.

For a finite matrix in exact arithmetic, if no $H_{i+1,i}$ vanishes, this characterises the Ritz values of an Arnoldi calculation (the eigenvalues of $H$) as the roots of the unique minimising polynomial. Such a calculation can be applied to a non-Hermitian Hamiltonian, for instance one with a complex absorbing potential. The result does not bound the distance of the Ritz values from the eigenvalues of $A$.

## The decomposition as matrix identities

The index type `n` is any finite set, and `k + 1` is the number of basis vectors.

```lean
import Mathlib

open Polynomial Matrix
open scoped ComplexOrder

namespace ArnoldiOptimality

noncomputable section

variable {n : Type*} [Fintype n] [DecidableEq n] {k : ℕ}
```

The Euclidean norm is defined explicitly, since Mathlib's default norm on functions is the maximum norm.

```lean
/-- The Euclidean norm of a complex vector. -/
def euclNorm {ι : Type*} [Fintype ι] (v : ι → ℂ) : ℝ := Real.sqrt (∑ i, ‖v i‖ ^ 2)

/-- The first coordinate vector of the projected space of dimension `k + 1`. -/
def e₁ (k : ℕ) : Fin (k + 1) → ℂ := Pi.single 0 1
```

`subdiagProd H` is $\beta$.

```lean
/-- The product of the subdiagonal entries of a square matrix. -/
def subdiagProd (H : Matrix (Fin (k + 1)) (Fin (k + 1)) ℂ) : ℂ :=
  ∏ i : Fin k, H i.succ i.castSucc
```

The structure assumes the outcome of the Arnoldi process; it models neither the algorithm nor rounding. `Matrix.vecMulVec` forms $we_m^T$. Zero subdiagonal entries and $w=0$ are allowed.

```lean
/-- An Arnoldi decomposition `A Q = Q H + w e_mᵀ` with `m = k + 1` orthonormal basis vectors,
a residual vector `w` orthogonal to them, and `H` upper Hessenberg. -/
structure IsArnoldi (A : Matrix n n ℂ) (Q : Matrix n (Fin (k + 1)) ℂ)
    (H : Matrix (Fin (k + 1)) (Fin (k + 1)) ℂ) (w : n → ℂ) : Prop where
  relation : A * Q = Q * H + Matrix.vecMulVec w (Pi.single (Fin.last k) 1)
  orthonormal : Qᴴ * Q = 1
  residual : Qᴴ *ᵥ w = 0
  hessenberg : ∀ i j : Fin (k + 1), j.val + 1 < i.val → H i j = 0
```

## Pythagoras for Q y + u

The first lemma writes the squared norm as $v^*v$.

```lean
variable {A : Matrix n n ℂ} {Q : Matrix n (Fin (k + 1)) ℂ}
  {H : Matrix (Fin (k + 1)) (Fin (k + 1)) ℂ} {w : n → ℂ}

lemma euclNorm_sq {ι : Type*} [Fintype ι] (v : ι → ℂ) :
    ((euclNorm v ^ 2 : ℝ) : ℂ) = star v ⬝ᵥ v := by
  unfold euclNorm
  rw [Real.sq_sqrt (by positivity)]
  simp only [dotProduct, Pi.star_apply]
  push_cast
  exact Finset.sum_congr rfl fun i _ => (Complex.conj_mul' (v i)).symm
```

Next, $Q^*Q=1$ turns $\|Qy\|^2$ into $\|y\|^2$, and $Q^*u=0$ removes both cross terms.

```lean
omit [DecidableEq n] in
/-- Pythagoras for a vector in the span of an orthonormal basis plus a vector orthogonal
to that basis. -/
theorem euclNorm_sq_add (hQ : Qᴴ * Q = 1) {u : n → ℂ} (hu : Qᴴ *ᵥ u = 0)
    (y : Fin (k + 1) → ℂ) :
    euclNorm (Q *ᵥ y + u) ^ 2 = euclNorm y ^ 2 + euclNorm u ^ 2 := by
  have h1 : star (Q *ᵥ y) ⬝ᵥ (Q *ᵥ y) = star y ⬝ᵥ y := by
    rw [Matrix.star_mulVec, ← Matrix.dotProduct_mulVec, Matrix.mulVec_mulVec, hQ,
      Matrix.one_mulVec]
  have h2 : star (Q *ᵥ y) ⬝ᵥ u = 0 := by
    rw [Matrix.star_mulVec, ← Matrix.dotProduct_mulVec, hu, dotProduct_zero]
  have h3 : star u ⬝ᵥ (Q *ᵥ y) = 0 := by
    have h := congrArg star hu
    rw [Matrix.star_mulVec, Matrix.conjTranspose_conjTranspose, star_zero] at h
    rw [Matrix.dotProduct_mulVec, h, zero_dotProduct]
  apply Complex.ofReal_injective
  rw [Complex.ofReal_add, euclNorm_sq, euclNorm_sq, euclNorm_sq, star_add, add_dotProduct,
    dotProduct_add, dotProduct_add, h1, h2, h3]
  ring
```

## Hessenberg powers acting on the first vector

These are the two inductions on $H^je_1$. In the second, `Finset.sum_eq_single` isolates the term $l=j$.

```lean
lemma krylov_above (hH : ∀ i j : Fin (k + 1), j.val + 1 < i.val → H i j = 0) (j : ℕ) :
    ∀ i : Fin (k + 1), j < i.val → (H ^ j *ᵥ e₁ k) i = 0 := by
  induction j with
  | zero =>
    intro i hi
    have h0 : i ≠ 0 := by
      rintro rfl
      simp at hi
    rw [pow_zero, Matrix.one_mulVec, e₁, Pi.single_eq_of_ne h0]
  | succ j ih =>
    intro i hi
    rw [pow_succ', ← Matrix.mulVec_mulVec]
    change ∑ l, H i l * (H ^ j *ᵥ e₁ k) l = 0
    refine Finset.sum_eq_zero fun l _ => ?_
    rcases lt_or_ge j l.val with h | h
    · rw [ih l h, mul_zero]
    · rw [hH i l (by omega), zero_mul]

/-- For an upper Hessenberg `H`, the component of `H ^ j e₁` at position `j` (counted from
zero) is the product of the first `j` subdiagonal entries. -/
theorem krylov_diag (hH : ∀ i j : Fin (k + 1), j.val + 1 < i.val → H i j = 0) (j : ℕ) :
    ∀ hj : j < k + 1, (H ^ j *ᵥ e₁ k) ⟨j, hj⟩ =
      ∏ i : Fin j, H ⟨i.val + 1, by have := i.isLt; omega⟩
        ⟨i.val, by have := i.isLt; omega⟩ := by
  induction j with
  | zero =>
    intro hj
    rw [pow_zero, Matrix.one_mulVec]
    simp [e₁]
  | succ j ih =>
    intro hj
    rw [pow_succ', ← Matrix.mulVec_mulVec, Fin.prod_univ_castSucc]
    change ∑ l, H ⟨j + 1, hj⟩ l * (H ^ j *ᵥ e₁ k) l = _
    -- only the neighbouring position feeds the new one
    rw [Finset.sum_eq_single (⟨j, by omega⟩ : Fin (k + 1)), ih (by omega)]
    · exact mul_comm _ _
    · intro l _ hl
      have hne : l.val ≠ j := fun h => hl (Fin.ext h)
      rcases lt_or_gt_of_ne hne with h | h
      · rw [hH _ l (Nat.succ_lt_succ h), zero_mul]
      · rw [krylov_above hH j l h, mul_zero]
    · intro h
      exact absurd (Finset.mem_univ _) h
```

## Where the residual enters

This is $AQy=QHy+y_kw$.

```lean
omit [DecidableEq n] in
lemma IsArnoldi.apply (h : IsArnoldi A Q H w) (y : Fin (k + 1) → ℂ) :
    A *ᵥ (Q *ᵥ y) = Q *ᵥ (H *ᵥ y) + y (Fin.last k) • w := by
  rw [Matrix.mulVec_mulVec, h.relation, Matrix.add_mulVec, ← Matrix.mulVec_mulVec]
  congr 1
  ext i
  simp only [Matrix.mulVec, dotProduct, Matrix.vecMulVec_apply, Pi.single_apply, mul_ite,
    ite_mul, mul_one, mul_zero, zero_mul, Finset.sum_ite_eq', Finset.mem_univ, if_true,
    Pi.smul_apply, smul_eq_mul]
  ring
```

In the next proof, `hpow` treats powers up to $k$, `htop` the power $k+1$, and `hsum` the sum of the lower terms. `aeval A p` is $p(A)$.

```lean
/-- For `p` of degree at most `m = k + 1`, `p(A) Q e₁` differs from `Q p(H) e₁` by the
residual vector times the degree-`m` coefficient and the subdiagonal product. -/
theorem polynomial_defect (h : IsArnoldi A Q H w) (p : ℂ[X]) (hp : p.natDegree ≤ k + 1) :
    aeval A p *ᵥ (Q *ᵥ e₁ k) =
      Q *ᵥ (aeval H p *ᵥ e₁ k) + (p.coeff (k + 1) * subdiagProd H) • w := by
  have hpow : ∀ j ≤ k, A ^ j *ᵥ (Q *ᵥ e₁ k) = Q *ᵥ (H ^ j *ᵥ e₁ k) := by
    intro j
    induction j with
    | zero => intro _; rw [pow_zero, pow_zero, Matrix.one_mulVec, Matrix.one_mulVec]
    | succ j ih =>
      intro hj
      rw [pow_succ' A, pow_succ' H, ← Matrix.mulVec_mulVec, ← Matrix.mulVec_mulVec,
        ih (by omega), h.apply,
        krylov_above h.hessenberg j (Fin.last k) (by rw [Fin.val_last]; omega),
        zero_smul, add_zero]
  -- the residual vector enters for the first time at the power `k + 1`
  have hlast : (H ^ k *ᵥ e₁ k) (Fin.last k) = subdiagProd H :=
    krylov_diag h.hessenberg k (Nat.lt_succ_self k)
  have htop : A ^ (k + 1) *ᵥ (Q *ᵥ e₁ k) =
      Q *ᵥ (H ^ (k + 1) *ᵥ e₁ k) + subdiagProd H • w := by
    rw [pow_succ' A, pow_succ' H, ← Matrix.mulVec_mulVec, ← Matrix.mulVec_mulVec,
      hpow k le_rfl, h.apply, hlast]
  have hsum : ∀ N ≤ k + 1, (∑ i ∈ Finset.range N, p.coeff i • A ^ i) *ᵥ (Q *ᵥ e₁ k) =
      Q *ᵥ ((∑ i ∈ Finset.range N, p.coeff i • H ^ i) *ᵥ e₁ k) := by
    intro N
    induction N with
    | zero => intro _; simp
    | succ N ih =>
      intro hN
      rw [Finset.sum_range_succ, Finset.sum_range_succ, Matrix.add_mulVec,
        Matrix.add_mulVec, Matrix.smul_mulVec, Matrix.smul_mulVec, Matrix.mulVec_add,
        Matrix.mulVec_smul, ih (by omega), hpow N (by omega)]
  have hp' : p.natDegree < k + 1 + 1 := by omega
  rw [aeval_eq_sum_range' hp' A, aeval_eq_sum_range' hp' H,
    Finset.sum_range_succ (fun i => p.coeff i • A ^ i) (k + 1),
    Finset.sum_range_succ (fun i => p.coeff i • H ^ i) (k + 1),
    Matrix.add_mulVec, Matrix.add_mulVec, Matrix.smul_mulVec,
    Matrix.smul_mulVec, Matrix.mulVec_add, Matrix.mulVec_smul, hsum (k + 1) le_rfl, htop,
    smul_add, smul_smul, add_assoc]
```

The characteristic polynomial has degree $m$, so Cayley–Hamilton (`Matrix.aeval_self_charpoly`) leaves only $\beta w$.

```lean
lemma charpoly_degree (H : Matrix (Fin (k + 1)) (Fin (k + 1)) ℂ) :
    H.charpoly.natDegree = k + 1 := by
  rw [Matrix.charpoly_natDegree_eq_dim, Fintype.card_fin]

/-- The characteristic polynomial of `H`, applied to `A` and the starting vector, gives the
residual vector times the product of the subdiagonal entries of `H`. -/
theorem charpoly_residual (h : IsArnoldi A Q H w) :
    aeval A H.charpoly *ᵥ (Q *ᵥ e₁ k) = subdiagProd H • w := by
  have hc := H.charpoly_monic.coeff_natDegree
  rw [charpoly_degree] at hc
  rw [polynomial_defect h _ (charpoly_degree H).le, Matrix.aeval_self_charpoly,
    Matrix.zero_mulVec, Matrix.mulVec_zero, zero_add, hc, one_mul]
```

## Minimality and the case of equality

The defect formula and Pythagoras combine into the identity for squared norms.

```lean
/-- For monic `p` of degree `m = k + 1`, the squared norm of `p(A) Q e₁` is that of
`p(H) e₁` plus that of the vector belonging to the characteristic polynomial of `H`. -/
theorem arnoldi_pythagoras (h : IsArnoldi A Q H w) {p : ℂ[X]} (hp : p.Monic)
    (hd : p.natDegree = k + 1) :
    euclNorm (aeval A p *ᵥ (Q *ᵥ e₁ k)) ^ 2 =
      euclNorm (aeval H p *ᵥ e₁ k) ^ 2 +
        euclNorm (aeval A H.charpoly *ᵥ (Q *ᵥ e₁ k)) ^ 2 := by
  have hc := hp.coeff_natDegree
  rw [hd] at hc
  rw [polynomial_defect h p hd.le, hc, one_mul, charpoly_residual h]
  exact euclNorm_sq_add h.orthonormal
    (by rw [Matrix.mulVec_smul, h.residual, smul_zero]) _
```

In the main theorem, `Qᴴ *ᵥ … = 0` expresses orthogonality to every column of $Q$. The inequality comes from the squared identity by contradiction, using that norms are nonnegative.

```lean
/-- Arnoldi optimality: with `χ` the characteristic polynomial of `H`, `χ(A) Q e₁` is
orthogonal to the columns of `Q` and has the least norm among all `p(A) Q e₁` with `p` monic
of degree `m = k + 1`. -/
theorem arnoldi_optimality (h : IsArnoldi A Q H w) :
    Qᴴ *ᵥ (aeval A H.charpoly *ᵥ (Q *ᵥ e₁ k)) = 0 ∧
    ∀ p : ℂ[X], p.Monic → p.natDegree = k + 1 →
      euclNorm (aeval A H.charpoly *ᵥ (Q *ᵥ e₁ k)) ≤
        euclNorm (aeval A p *ᵥ (Q *ᵥ e₁ k)) := by
  refine ⟨by rw [charpoly_residual h, Matrix.mulVec_smul, h.residual, smul_zero], ?_⟩
  intro p hp hd
  have hpy := arnoldi_pythagoras h hp hd
  have h0 : 0 ≤ euclNorm (aeval A p *ᵥ (Q *ᵥ e₁ k)) := Real.sqrt_nonneg _
  by_contra hlt
  have hlt' := lt_of_not_ge hlt
  nlinarith [sq_nonneg (euclNorm (aeval H p *ᵥ e₁ k))]
```

Equality of the norms forces $\|p(H)e_1\|^2=0$, and conversely.

```lean
/-- For monic `p` of degree `m = k + 1` and `χ` the characteristic polynomial of `H`, the vectors
`p(A) Q e₁` and `χ(A) Q e₁` have equal norms exactly when `p(H) e₁ = 0`. -/
theorem arnoldi_equality_iff (h : IsArnoldi A Q H w) {p : ℂ[X]} (hp : p.Monic)
    (hd : p.natDegree = k + 1) :
    euclNorm (aeval A p *ᵥ (Q *ᵥ e₁ k)) =
      euclNorm (aeval A H.charpoly *ᵥ (Q *ᵥ e₁ k)) ↔ aeval H p *ᵥ e₁ k = 0 := by
  have hpy := arnoldi_pythagoras h hp hd
  constructor
  · intro heq
    rw [heq] at hpy
    have hz : euclNorm (aeval H p *ᵥ e₁ k) ^ 2 = 0 := by linarith
    exact dotProduct_star_self_eq_zero.1 (by rw [← euclNorm_sq, hz, Complex.ofReal_zero])
  · intro hv
    have h0 : euclNorm (0 : Fin (k + 1) → ℂ) = 0 := by simp [euclNorm]
    rw [hv, h0] at hpy
    have hsq : euclNorm (aeval A p *ᵥ (Q *ᵥ e₁ k)) ^ 2 =
        euclNorm (aeval A H.charpoly *ᵥ (Q *ᵥ e₁ k)) ^ 2 := by linarith
    exact (sq_eq_sq₀ (Real.sqrt_nonneg _) (Real.sqrt_nonneg _)).1 hsq
```

## A non-Hermitian example with three basis vectors

Here $Q$ holds the first three coordinate vectors and $H$ is the leading $3\times3$ block of $A$. Both subdiagonal entries of $H$ are 1 and $\|w\|=1$, so the minimum norm is 1. The proof checks the identities entry by entry.

```lean
/-- A non-Hermitian 4 by 4 matrix with an Arnoldi decomposition of three basis vectors and a
nonzero residual vector. -/
theorem isArnoldi_witness :
    IsArnoldi (k := 2) !![1, 2, 0, 1; 1, 0, 3, 0; 0, 1, 1, 2; 0, 0, 1, 1]
      !![1, 0, 0; 0, 1, 0; 0, 0, 1; 0, 0, 0]
      !![1, 2, 0; 1, 0, 3; 0, 1, 1] ![0, 0, 0, 1] where
  relation := by
    ext i j
    rw [Matrix.add_apply, Matrix.mul_apply, Matrix.mul_apply, Matrix.vecMulVec_apply,
      Pi.single_apply]
    fin_cases i <;> fin_cases j <;> simp [Fin.sum_univ_succ]
  orthonormal := by
    ext i j
    fin_cases i <;> fin_cases j <;>
      simp [Matrix.mul_apply, Fin.sum_univ_succ, Matrix.conjTranspose_apply]
  residual := by
    ext i
    fin_cases i <;>
      simp [Matrix.mulVec, dotProduct, Fin.sum_univ_succ, Matrix.conjTranspose_apply]
  hessenberg := by
    intro i j
    fin_cases i <;> fin_cases j <;> simp

end

end ArnoldiOptimality
```

```lean
#print axioms ArnoldiOptimality.arnoldi_optimality
#print axioms ArnoldiOptimality.arnoldi_equality_iff
```

```
'ArnoldiOptimality.arnoldi_optimality' depends on axioms: [propext, Classical.choice, Quot.sound]
'ArnoldiOptimality.arnoldi_equality_iff' depends on axioms: [propext, Classical.choice, Quot.sound]
```
